# Angular velocity of $\exp([v])$ from the rotation vector and its rate

When a simulation stores the orientation of a rigid molecule as a rotation vector $v$, the rate $v'$ is in general not the angular velocity $\omega$. Let $[v]x=v\times x$, and let $R=\exp([v])$ take body coordinates to laboratory coordinates. With $t=|v|$ in radians and $v\neq0$, the angular velocity in laboratory axes is

$$\omega=v'+\frac{1-\cos t}{t^2}\,v\times v'+\frac{t-\sin t}{t^3}\,v\times(v\times v').$$

At $v=0$ it is $\omega=v'$. The path $v(s)$, with $s$ the time, is taken as given, and only needs to be differentiable at the instant considered. No equation of motion enters.

```lean
import Mathlib

open Matrix Topology

namespace RotationVectorKinematics

noncomputable section

attribute [local instance] Matrix.linftyOpNormedRing Matrix.linftyOpNormedAlgebra
```

The last line chooses a matrix norm so that Lean can speak of derivatives of matrices. In finite dimension every norm gives the same derivative.

```lean
/-- The cross-product matrix `[v]` of a vector in three dimensions. -/
def crossMat (v : Fin 3 → ℝ) : Matrix (Fin 3) (Fin 3) ℝ :=
  !![0, -v 2, v 1; v 2, 0, -v 0; -v 1, v 0, 0]
```

This is the matrix $[v]$ with $[v]x=v\times x$. A vector is a function `Fin 3 → ℝ`, with components numbered 0, 1, 2 for $x,y,z$.

```lean
/-- The rotation angle: the Euclidean length of the rotation vector. -/
def angle (v : Fin 3 → ℝ) : ℝ := √(v ⬝ᵥ v)
```

The angle is $t=\sqrt{v\cdot v}$; `⬝ᵥ` is the dot product.

```lean
/-- The rotation matrix `exp [v]` of the rotation vector `v`. -/
def rotation (v : Fin 3 → ℝ) : Matrix (Fin 3) (Fin 3) ℝ := NormedSpace.exp (crossMat v)
```

The rotation matrix is $R=\exp([v])$. It takes body coordinates to laboratory coordinates.

```lean
/-- The vector built from a rotation vector `v` and its rate `w` by the kinematic formula.
At `v = 0` both cross-product terms vanish, whatever their coefficients. -/
def angularVelocity (v w : Fin 3 → ℝ) : Fin 3 → ℝ :=
  w + ((1 - Real.cos (angle v)) / angle v ^ 2) • (v ⨯₃ w)
    + ((angle v - Real.sin (angle v)) / angle v ^ 3) • (v ⨯₃ (v ⨯₃ w))
```

This is the formula for $\omega$, in laboratory axes, with $w$ standing for $v'$. A kinetic energy written with the constant principal moments of inertia needs the components along the body's principal axes instead; if these are the body coordinate axes, they are the components of $R^T\omega$. The symbol `⨯₃` is the cross product and `•` multiplies by a scalar. At $v=0$ it gives $\omega=w$.

```lean
lemma angle_sq (v : Fin 3 → ℝ) : angle v ^ 2 = v ⬝ᵥ v :=
  Real.sq_sqrt (Finset.sum_nonneg fun i _ => mul_self_nonneg (v i))
```

$t^2=v\cdot v$.

```lean
lemma angle_ne_zero {v : Fin 3 → ℝ} (h : v ≠ 0) : angle v ≠ 0 := by
  intro h0
  have h1 := angle_sq v
  rw [h0] at h1
  exact h (dotProduct_self_eq_zero.1 (by linarith))
```

If $v\neq0$ then $t\neq0$, which permits division by $t$.

```lean
/-- Sandwiching one cross-product matrix between two copies of another:
`[v][w][v] = -(v · w)[v]`. -/
theorem crossMat_sandwich (v w : Fin 3 → ℝ) :
    crossMat v * (crossMat w * crossMat v) = (-(v ⬝ᵥ w)) • crossMat v := by
  ext i j
  fin_cases i <;> fin_cases j <;>
    simp [crossMat, Matrix.mul_apply, Fin.sum_univ_three, dotProduct] <;> ring
```

Write $K=[v]$, $W=[w]$ and $p=v\cdot w$. Acting on any $x$,

$$v\times(w\times(v\times x))=v\times\big(v\,(w\cdot x)-x\,(v\cdot w)\big)=-p\,v\times x,$$

so $KWK=-pK$. Taking $w=v$ gives $K^3=-t^2K$. Lean checks the nine entries separately: `fin_cases` lists them and `ring` does the algebra.

```lean
lemma crossMat_combination (v w : Fin 3 → ℝ) (b d : ℝ) :
    crossMat (w + b • (v ⨯₃ w) + d • (v ⨯₃ (v ⨯₃ w))) =
      (1 - d * (v ⬝ᵥ v)) • crossMat w
        + b • (crossMat v * crossMat w - crossMat w * crossMat v)
        + (d * (v ⬝ᵥ w)) • crossMat v := by
  simp only [crossMat, Pi.add_apply, Pi.smul_apply, smul_eq_mul, cross_apply]
  ext i j
  fin_cases i <;> fin_cases j <;>
    simp [Fin.sum_univ_three, dotProduct, -mul_eq_zero, -zero_eq_mul] <;> ring1
```

Since $[v\times w]=KW-WK$ and $v\times(v\times w)=p\,v-t^2w$,

$$[w+b\,v\times w+d\,v\times(v\times w)]=(1-dt^2)W+b(KW-WK)+dp\,K.$$

```lean
lemma exp_mul_exp_neg (K : Matrix (Fin 3) (Fin 3) ℝ) :
    NormedSpace.exp K * NormedSpace.exp (-K) = 1 := by
  rw [← Matrix.exp_add_of_commute K (-K) (Commute.neg_right (Commute.refl K)),
    add_neg_cancel, NormedSpace.exp_zero]
```

$e^{K}e^{-K}=1$, because $K$ commutes with $-K$.

```lean
/-- Closed form of the exponential of a cross-product matrix for a nonzero rotation vector. -/
theorem rotation_eq {v : Fin 3 → ℝ} (h : v ≠ 0) :
    rotation v = 1 + (Real.sin (angle v) / angle v) • crossMat v
      + ((1 - Real.cos (angle v)) / angle v ^ 2) • (crossMat v * crossMat v) := by
  have ht := angle_ne_zero h
  have h3 := crossMat_sandwich v v
  rw [← angle_sq] at h3
  unfold rotation
  generalize angle v = t at *
  generalize crossMat v = K at *
  let F : ℝ → Matrix (Fin 3) (Fin 3) ℝ := fun x =>
    1 + (Real.sin (x * t) / t) • K + ((1 - Real.cos (x * t)) / t ^ 2) • (K * K)
  -- the closed form solves the differential equation F' = K F
  have hF : ∀ x, HasDerivAt F (K * F x) x := by
    intro x
    have hx : HasDerivAt (fun y : ℝ => y * t) t x := by
      simpa using (hasDerivAt_id x).mul_const t
    have h1 : HasDerivAt (fun y => (Real.sin (y * t) / t) • K) _ x :=
      (hx.sin.div_const t).smul_const K
    have h2 : HasDerivAt (fun y => ((1 - Real.cos (y * t)) / t ^ 2) • (K * K)) _ x :=
      ((hx.cos.const_sub 1).div_const (t ^ 2)).smul_const (K * K)
    have h12 : HasDerivAt F _ x := (h1.const_add 1).add h2
    refine h12.congr_deriv ?_
    have e1 : Real.cos (x * t) * t / t = 1 - (1 - Real.cos (x * t)) / t ^ 2 * t ^ 2 := by
      field_simp
      ring
    have e2 : -(-Real.sin (x * t) * t) / t ^ 2 = Real.sin (x * t) / t := by
      field_simp
    rw [e1, e2]
    simp only [F, mul_add, mul_one, mul_smul_comm, h3]
    module
  have hG : ∀ x, HasDerivAt (fun y : ℝ => NormedSpace.exp (y • (-K)) * F y) 0 x := by
    intro x
    have h1 : HasDerivAt (fun y : ℝ => NormedSpace.exp (y • (-K)) * F y) _ x :=
      (hasDerivAt_exp_smul_const (-K) x).mul (hF x)
    refine h1.congr_deriv ?_
    rw [mul_neg, neg_mul, mul_assoc, neg_add_cancel]
  have hc := is_const_of_deriv_eq_zero (fun x => (hG x).differentiableAt)
    (fun x => (hG x).deriv) 1 0
  have hF0 : F 0 = 1 := by simp [F]
  simp only [one_smul, zero_smul, NormedSpace.exp_zero, hF0, mul_one] at hc
  have hF1 : F 1 = NormedSpace.exp K := by
    calc F 1 = (NormedSpace.exp K * NormedSpace.exp (-K)) * F 1 := by
          rw [exp_mul_exp_neg, one_mul]
      _ = NormedSpace.exp K := by rw [mul_assoc, hc, mul_one]
  rw [← hF1]
  simp only [F, one_mul]
```

For $v\ne0$ this is Rodrigues' formula,

$$R=1+aK+bK^2,\qquad a=\frac{\sin t}{t},\quad b=\frac{1-\cos t}{t^2}.$$

To derive it, let

$$F(x)=1+\frac{\sin xt}{t}K+\frac{1-\cos xt}{t^2}K^2.$$

Then $F'=\cos(xt)\,K+\frac{\sin xt}{t}K^2$, and $K^3=-t^2K$ shows that $KF$ is the same matrix. Hence

$$\frac{d}{dx}\big(e^{-xK}F\big)=e^{-xK}(-K+K)F=0.$$

Comparing $x=1$ with $x=0$ gives $e^{-K}F(1)=1$, so $F(1)=e^K$. In the code, `hF` is the differential equation and `hG` the vanishing derivative.

```lean
lemma product_expansion (K W : Matrix (Fin 3) (Fin 3) ℝ) (a b e p q : ℝ)
    (h1 : K * (W * K) = (-p) • K) (h3 : K * (K * K) = (-q) • K) :
    (a • W + b • (K * W - W * K) + e • K) * (1 + a • K + b • (K * K)) =
      a • W + (a ^ 2 - b + b ^ 2 * q) • (W * K) + b • (K * W)
        + (e - e * b * q - a * b * p) • K + (e * a - b ^ 2 * p) • (K * K) := by
  have h2 : K * (W * (K * K)) = (-p) • (K * K) := by
    rw [← smul_mul_assoc, ← h1]
    simp only [mul_assoc]
  simp only [mul_add, add_mul, sub_mul, mul_one, smul_mul_assoc, mul_smul_comm, mul_assoc,
    h1, h2, h3]
  module
```

This multiplies out $[\omega]R$, with $e=dp$ and $q=t^2$. The terms in $WK^2$ cancel, and the two sandwich relations reduce the rest to multiples of $W$, $WK$, $KW$, $K$ and $K^2$.

```lean
lemma hasDerivAt_crossMat {v : ℝ → Fin 3 → ℝ} {w : Fin 3 → ℝ} {s : ℝ}
    (hv : HasDerivAt v w s) : HasDerivAt (fun r => crossMat (v r)) (crossMat w) s := by
  let L : (Fin 3 → ℝ) →ₗ[ℝ] Matrix (Fin 3) (Fin 3) ℝ :=
    { toFun := crossMat
      map_add' := fun x y => by
        ext i j
        fin_cases i <;> fin_cases j <;> simp [crossMat] <;> ring
      map_smul' := fun c x => by
        ext i j
        fin_cases i <;> fin_cases j <;> simp [crossMat] }
  exact (LinearMap.toContinuousLinearMap L).hasFDerivAt.comp_hasDerivAt s hv
```

`HasDerivAt v w s` says that $v$ has derivative $w$ at $s$. As $[v]$ is linear in $v$, its derivative is $[w]$.

```lean
lemma hasDerivAt_angle {v : ℝ → Fin 3 → ℝ} {w : Fin 3 → ℝ} {s : ℝ}
    (hv : HasDerivAt v w s) (h : v s ≠ 0) :
    HasDerivAt (fun r => angle (v r)) ((v s ⬝ᵥ w) / angle (v s)) s := by
  have hi := hasDerivAt_pi.1 hv
  have hd : HasDerivAt (fun r => v r ⬝ᵥ v r) (2 * (v s ⬝ᵥ w)) s := by
    simp only [dotProduct, Fin.sum_univ_three]
    refine ((((hi 0).fun_mul (hi 0)).fun_add ((hi 1).fun_mul (hi 1))).fun_add
      ((hi 2).fun_mul (hi 2))).congr_deriv ?_
    ring
  have hne : v s ⬝ᵥ v s ≠ 0 := fun h0 => h (dotProduct_self_eq_zero.1 h0)
  exact (hd.sqrt hne).congr_deriv (mul_div_mul_left _ _ two_ne_zero)
```

Differentiating $t^2=v\cdot v$ gives $t'=p/t$ when $v\neq0$.

```lean
/-- The rotation matrix of a moving rotation vector obeys `R' = [ω] R`. -/
theorem hasDerivAt_rotation {v : ℝ → Fin 3 → ℝ} {w : Fin 3 → ℝ} {s : ℝ}
    (hv : HasDerivAt v w s) :
    HasDerivAt (fun r => rotation (v r))
      (crossMat (angularVelocity (v s) w) * rotation (v s)) s := by
  have hK := hasDerivAt_crossMat hv
  by_cases h : v s = 0
  · -- at zero rotation the derivative of the exponential is the identity
    have hz : crossMat (v s) = 0 := by
      rw [h]
      ext i j
      fin_cases i <;> fin_cases j <;> simp [crossMat]
    have he : HasFDerivAt (NormedSpace.exp : Matrix (Fin 3) (Fin 3) ℝ → _)
        (1 : Matrix (Fin 3) (Fin 3) ℝ →L[ℝ] Matrix (Fin 3) (Fin 3) ℝ) (crossMat (v s)) := by
      rw [hz]
      exact hasFDerivAt_exp_zero
    have hd0 : HasDerivAt ((NormedSpace.exp : Matrix (Fin 3) (Fin 3) ℝ →
        Matrix (Fin 3) (Fin 3) ℝ) ∘ fun r => crossMat (v r))
        ((1 : Matrix (Fin 3) (Fin 3) ℝ →L[ℝ] Matrix (Fin 3) (Fin 3) ℝ) (crossMat w)) s :=
      he.comp_hasDerivAt s hK
    have hd : HasDerivAt (fun r => rotation (v r)) (crossMat w) s := hd0
    refine hd.congr_deriv ?_
    have hw : angularVelocity (v s) w = w := by simp [angularVelocity, h]
    rw [hw, rotation, hz, NormedSpace.exp_zero, mul_one]
  · have ht := angle_ne_zero h
    have hA := hasDerivAt_angle hv h
    have ha := hA.sin.fun_div hA ht
    have hb := (hA.cos.const_sub 1).fun_div (hA.fun_pow 2) (pow_ne_zero 2 ht)
    have h1 : HasDerivAt (fun r => (Real.sin (angle (v r)) / angle (v r)) • crossMat (v r)) _ s :=
      ha.smul hK
    have hKK : HasDerivAt (fun r => crossMat (v r) * crossMat (v r)) _ s := hK.mul hK
    have h2 : HasDerivAt (fun r => ((1 - Real.cos (angle (v r))) / angle (v r) ^ 2) •
        (crossMat (v r) * crossMat (v r))) _ s := hb.smul hKK
    have h12 : HasDerivAt (fun r => 1 + (Real.sin (angle (v r)) / angle (v r)) • crossMat (v r)
        + ((1 - Real.cos (angle (v r))) / angle (v r) ^ 2) •
          (crossMat (v r) * crossMat (v r))) _ s := (h1.const_add 1).add h2
    have hev : (fun r => rotation (v r)) =ᶠ[𝓝 s] _ :=
      (hv.continuousAt.eventually_ne h).mono fun r hr => rotation_eq hr
    refine (h12.congr_of_eventuallyEq hev).congr_deriv ?_
    -- compare the coefficients of W, WK, KW, K and K²
    have h3 := crossMat_sandwich (v s) (v s)
    rw [angularVelocity, crossMat_combination, rotation_eq h]
    rw [← angle_sq] at h3 ⊢
    have hp := crossMat_sandwich (v s) w
    have hsc := Real.sin_sq_add_cos_sq (angle (v s))
    generalize angle (v s) = t at *
    generalize Real.sin t = S at *
    generalize Real.cos t = C at *
    generalize v s ⬝ᵥ w = p at *
    have e0 : 1 - (t - S) / t ^ 3 * t ^ 2 = S / t := by field_simp <;> ring
    rw [e0, product_expansion _ _ _ _ _ p (t ^ 2) hp h3]
    have hS : S ^ 2 = 1 - C ^ 2 := by linarith
    have e1 : (S / t) ^ 2 - (1 - C) / t ^ 2 + ((1 - C) / t ^ 2) ^ 2 * t ^ 2
        = (1 - C) / t ^ 2 := by
      have : (S / t) ^ 2 - (1 - C) / t ^ 2 + ((1 - C) / t ^ 2) ^ 2 * t ^ 2
          = (S ^ 2 - (1 - C) + (1 - C) ^ 2) / t ^ 2 := by field_simp
      rw [this, hS]
      ring
    have e2 : (t - S) / t ^ 3 * p - (t - S) / t ^ 3 * p * ((1 - C) / t ^ 2) * t ^ 2
        - S / t * ((1 - C) / t ^ 2) * p = (C * (p / t) * t - S * (p / t)) / t ^ 2 := by
      field_simp <;> ring
    have e3 : (t - S) / t ^ 3 * p * (S / t) - ((1 - C) / t ^ 2) ^ 2 * p
        = p * (t * S - 2 * (1 - C)) / t ^ 4 := by
      have : (t - S) / t ^ 3 * p * (S / t) - ((1 - C) / t ^ 2) ^ 2 * p
          = p * (t * S - S ^ 2 - (1 - C) ^ 2) / t ^ 4 := by field_simp
      rw [this, hS]
      ring
    have e4 : (-(-S * (p / t)) * t ^ 2 - (1 - C) * (2 * t * (p / t))) / (t ^ 2) ^ 2
        = p * (t * S - 2 * (1 - C)) / t ^ 4 := by
      field_simp
    rw [e1, e2, e3, ← e4]
    norm_num
    module
```

The claim is $R'=[\omega]R$. For $v\ne0$, the product rule gives

$$R'=aW+b(WK+KW)+a'K+b'K^2,$$

$$a'=\frac{p(t\cos t-\sin t)}{t^3},\qquad b'=\frac{p\,(t\sin t-2(1-\cos t))}{t^4}.$$

With $d=(t-\sin t)/t^3$ we have $1-dt^2=a$, so the expansion of $[\omega]R$ has the same coefficients of $W$ and $KW$. The other three agree as well, those of $WK$ and $K^2$ with the help of $\sin^2t+\cos^2t=1$:

- $WK$: $a^2-b+b^2t^2=2b-b=b$.
- $K$: $dp(1-bt^2)-abp=dp\cos t-abp=a'$.
- $K^2$: $dpa-b^2p=b'$.

The equations `e0` to `e4` carry out this comparison, and `module` collects the matrix terms. At $v=0$ the derivative of the exponential is the identity map, so $R'=W=[\omega]$.

```lean
/-- Angular velocity from rotation-vector rates: `R' Rᵀ` is the cross-product matrix of
`v' + ((1 - cos t)/t²) v × v' + ((t - sin t)/t³) v × (v × v')`. -/
theorem deriv_rotation_mul_transpose {v : ℝ → Fin 3 → ℝ} {w : Fin 3 → ℝ} {s : ℝ}
    (hv : HasDerivAt v w s) :
    deriv (fun r => rotation (v r)) s * (rotation (v s))ᵀ =
      crossMat (angularVelocity (v s) w) := by
  have hT : (crossMat (v s))ᵀ = -crossMat (v s) := by
    ext i j
    fin_cases i <;> fin_cases j <;> simp [crossMat]
  have hd : deriv (fun r => rotation (v r)) s =
      crossMat (angularVelocity (v s) w) * rotation (v s) := (hasDerivAt_rotation hv).deriv
  rw [hd, mul_assoc, rotation, ← Matrix.exp_transpose, hT,
    exp_mul_exp_neg, mul_one]
```

Since $K^T=-K$, $R^T=e^{-K}$ and $RR^T=1$. Multiplying $R'=[\omega]R$ by $R^T$ gives $R'R^T=[\omega]$, including at $v=0$.

For small $t$ the formula becomes $\omega\approx w+\tfrac12v\times w+\tfrac16v\times(v\times w)$.

For a numerical instance, take $v=(0,0,\pi)$ and $w=(1,0,0)$. Then $v\times w=(0,\pi,0)$ and $v\times(v\times w)=(-\pi^2,0,0)$, with coefficients $2/\pi^2$ and $1/\pi^2$. So $\omega=(0,2/\pi,0)\approx(0,0.637,0)$, perpendicular to the rate that produced it.

```lean
/-- In a body turning about a fixed origin, a body-fixed point `x` has laboratory velocity `ω × (R
x)`. -/
theorem hasDerivAt_body_point {v : ℝ → Fin 3 → ℝ} {w : Fin 3 → ℝ} {s : ℝ}
    (hv : HasDerivAt v w s) (x : Fin 3 → ℝ) :
    HasDerivAt (fun r => rotation (v r) *ᵥ x)
      (angularVelocity (v s) w ⨯₃ (rotation (v s) *ᵥ x)) s := by
  let L : Matrix (Fin 3) (Fin 3) ℝ →ₗ[ℝ] (Fin 3 → ℝ) :=
    { toFun := fun A => A *ᵥ x
      map_add' := fun A B => Matrix.add_mulVec A B x
      map_smul' := fun c A => by
        ext i
        simp [Matrix.mulVec, dotProduct, Finset.mul_sum, mul_assoc] }
  have hL : HasDerivAt (fun r => rotation (v r) *ᵥ x)
      ((crossMat (angularVelocity (v s) w) * rotation (v s)) *ᵥ x) s :=
    (LinearMap.toContinuousLinearMap L).hasFDerivAt.comp_hasDerivAt s (hasDerivAt_rotation hv)
  refine hL.congr_deriv ?_
  rw [← Matrix.mulVec_mulVec]
  generalize rotation (v s) *ᵥ x = y
  ext i
  fin_cases i <;>
    simp [crossMat, cross_apply, Matrix.mulVec, dotProduct, Fin.sum_univ_three] <;> ring
```

If the body turns about a fixed origin, a point $x$ fixed in it sits at $Rx$ in the laboratory and moves with velocity $R'x=[\omega]Rx=\omega\times(Rx)$. If the origin of the body also moves, its velocity is added. Here `*ᵥ` applies a matrix to a vector.

```lean
/-- The inverse kinematic equation: the rotation-vector rate `w` is recovered from the
angular velocity whenever `cos t ≠ 1`. -/
theorem rate_of_angularVelocity (v w : Fin 3 → ℝ) (h : Real.cos (angle v) ≠ 1) :
    w = angularVelocity v w - (1 / 2 : ℝ) • (v ⨯₃ angularVelocity v w)
      + ((1 - angle v * (Real.sin (angle v) / (2 * (1 - Real.cos (angle v))))) / angle v ^ 2) •
        (v ⨯₃ (v ⨯₃ angularVelocity v w)) := by
  have ht : angle v ≠ 0 := fun h0 => h (by rw [h0, Real.cos_zero])
  have hz : v ⨯₃ (v ⨯₃ (v ⨯₃ w)) = (-(angle v ^ 2)) • (v ⨯₃ w) := by
    rw [angle_sq]
    ext i
    fin_cases i <;> simp [cross_apply, dotProduct, Fin.sum_univ_three] <;> ring
  have hsc := Real.sin_sq_add_cos_sq (angle v)
  unfold angularVelocity
  generalize angle v = t at *
  generalize Real.sin t = S at *
  generalize Real.cos t = C at *
  have hC : 1 - C ≠ 0 := fun h0 => h (by linarith)
  have hk : S / (2 * (1 - C)) * (2 * (1 - C)) = S :=
    div_mul_cancel₀ _ (mul_ne_zero two_ne_zero hC)
  have hk2 : S / (2 * (1 - C)) * S = (1 + C) / 2 := by
    rw [div_mul_eq_mul_div, div_eq_div_iff (mul_ne_zero two_ne_zero hC) two_ne_zero]
    linear_combination 2 * hsc
  generalize S / (2 * (1 - C)) = k at *
  -- the two scalar conditions for the cross-product terms to cancel
  have c1 : (1 - C) / t ^ 2 - 1 / 2 + (t - S) / t ^ 3 * t ^ 2 / 2
      - (1 - t * k) / t ^ 2 * ((1 - C) / t ^ 2) * t ^ 2 = 0 := by
    have : (1 - C) / t ^ 2 - 1 / 2 + (t - S) / t ^ 3 * t ^ 2 / 2
        - (1 - t * k) / t ^ 2 * ((1 - C) / t ^ 2) * t ^ 2
        = (k * (2 * (1 - C)) - S) / (2 * t) := by field_simp <;> ring
    rw [this, hk, sub_self, zero_div]
  have c2 : (t - S) / t ^ 3 - (1 - C) / t ^ 2 / 2
      + (1 - t * k) / t ^ 2 * (1 - (t - S) / t ^ 3 * t ^ 2) = 0 := by
    have : (t - S) / t ^ 3 - (1 - C) / t ^ 2 / 2
        + (1 - t * k) / t ^ 2 * (1 - (t - S) / t ^ 3 * t ^ 2)
        = (1 - (1 - C) / 2 - k * S) / t ^ 2 := by field_simp <;> ring
    rw [this, hk2]
    ring
  generalize (1 - C) / t ^ 2 = b at *
  generalize (t - S) / t ^ 3 = d at *
  generalize (1 - t * k) / t ^ 2 = e at *
  simp only [map_add, map_smul, hz]
  linear_combination (norm := module) -(c1 • (v ⨯₃ w)) - (c2 • (v ⨯₃ (v ⨯₃ w)))

end

end RotationVectorKinematics
```

An integrator that propagates the laboratory components of $\omega$ and updates the orientation through $v'$ can use the inverse,

$$w=\omega-\tfrac12v\times\omega+g\,v\times(v\times\omega),\qquad g=\frac{1-tk}{t^2},\quad k=\frac{\sin t}{2(1-\cos t)}.$$

Substitute $\omega=(1+bK+dK^2)w$ and reduce with $K^3=-t^2K$. The coefficients of $Kw$ and $K^2w$ are

$$b-\tfrac12+\tfrac12dt^2-gbt^2=\frac{2k(1-\cos t)-\sin t}{2t}=0,$$

$$d-\tfrac12b+g(1-dt^2)=\frac{1-\frac12(1-\cos t)-k\sin t}{t^2}=0,$$

the second because $k\sin t=\frac12(1+\cos t)$. These are `c1` and `c2`; the code calls $g$ `e`.

The condition $\cos t\neq1$ excludes $t=0$, where simply $w=\omega$, and the full turns $t=2\pi,4\pi,\dots$. At a full turn $\omega$ keeps only the part of $w$ along $v$, so the rate cannot be recovered.

```lean
#print axioms RotationVectorKinematics.deriv_rotation_mul_transpose
-- 'RotationVectorKinematics.deriv_rotation_mul_transpose' depends on axioms: [propext, Classical.choice, Quot.sound]
#print axioms RotationVectorKinematics.hasDerivAt_body_point
-- 'RotationVectorKinematics.hasDerivAt_body_point' depends on axioms: [propext, Classical.choice, Quot.sound]
#print axioms RotationVectorKinematics.rate_of_angularVelocity
-- 'RotationVectorKinematics.rate_of_angularVelocity' depends on axioms: [propext, Classical.choice, Quot.sound]
```
